# The fraction of Lorentzian scattering inside a smaller aperture falls as the characteristic angle grows

Suppose a simulated electron energy-loss spectrum contains all scattering up to a wide angle, while the measured one was recorded through a smaller aperture. If the code rescales the whole simulated spectrum by one constant, fitted at low loss, it predicts too much signal at high loss. High-loss electrons are spread over wider angles, so the small aperture misses more of them. The mismatch can then be misread as an error in the computed response. For single scattering with a small-angle Lorentzian profile, the correction has a closed form.

## The collected fraction as a ratio of logarithms

Let $s$ be the scattering angle and $t>0$ the characteristic angle, often written $\theta_E$. At fixed beam energy $t$ is proportional to the energy loss. The intensity per solid angle is proportional to $1/(s^2+t^2)$, and a thin ring at small angle $s$ has a solid angle proportional to $s\,ds$. Up to a prefactor, the signal inside a collection semi-angle $b$ is therefore

$$S(b,t)=\int_0^b \frac{s}{s^2+t^2}\,ds=\tfrac12\ln\!\left(1+\frac{b^2}{t^2}\right).$$

For a reference angle $c>0$ with $b\le c$, the collected fraction is

$$F(b,c,t)=\frac{S(b,t)}{S(c,t)}=\frac{\ln(1+b^2/t^2)}{\ln(1+c^2/t^2)}.$$

When $0<b<c$, this fraction strictly decreases with $t$ and satisfies $b^2/c^2<F<1$. It equals one half exactly when

$$b^2=t\left(\sqrt{t^2+c^2}-t\right).$$

For example, with $b=c/2$ the fraction is about $0.71$ at $t=c/10$ and about $0.32$ at $t=c$. The ratio of the aperture areas is $0.25$.

## Where a loss-spectrum code uses the fraction

Suppose a code has a spectrum computed from a dielectric function and already integrated up to $c$, and compares it with one measured through the aperture $b$. If single scattering and the Lorentzian profile are adequate, it can correct each energy channel by multiplying by $F(b,c,t)$, with $t$ set by the loss of that channel. A code that integrates the computed spectrum directly up to $b$ does not need this factor. The closed form replaces an angular quadrature.

The same factor matters for intensity ratios. Let $0<b<c$, and let $0<s<t$ now denote two characteristic angles. Then

$$\frac{S(b,t)}{S(b,s)}<\frac{S(c,t)}{S(c,s)}.$$

The physical intensities also carry a loss-dependent strength. As long as that strength is positive and independent of angle, it multiplies both sides equally and leaves the inequality intact. The high-to-low loss ratio is thus smaller through the smaller aperture.

## From the angular integral to the inequalities

**The integral.** The denominator $s^2+t^2$ never vanishes, so the integrand is continuous and therefore integrable from $0$ to $b$. Since

$$\frac{d}{ds}\,\tfrac12\ln(s^2+t^2)=\frac{s}{s^2+t^2},$$

the signal is $\tfrac12[\ln(b^2+t^2)-\ln t^2]=\tfrac12\ln(1+b^2/t^2)$. For $c>0$ the reference signal is positive, and the factors of one half cancel in the fraction.

**Decrease with the characteristic angle.** Put $a=b^2$ and $d=c^2$, so that $0<a<d$, and use the inverse square of the characteristic angle as the variable. For $0<x<y$ define

$$L=\frac{\ln(1+ay)}{\ln(1+dy)}.$$

Then $0<L<1$ and $(1+dy)^L=1+ay$. With $w=x/y$, which lies between 0 and 1,

$$1+dx=(1-w)\cdot1+w(1+dy).$$

The power $u\mapsto u^L$ is strictly concave, so it lies above its chord:

$$(1+dx)^L>(1-w)+w(1+ay)=1+ax.$$

Taking logarithms gives $L\ln(1+dx)>\ln(1+ax)$, and division by the positive $\ln(1+dx)$ gives

$$\frac{\ln(1+ax)}{\ln(1+dx)}<L.$$

The ratio increases with the inverse square, so the fraction decreases with the characteristic angle.

**Half collection.** Put $p=b^2/t^2$ and $q=c^2/t^2$. The condition $F=1/2$ reads $2\ln(1+p)=\ln(1+q)$, which is equivalent to $(1+p)^2=1+q$. Multiplication by $t^4$ gives

$$(b^2+t^2)^2=t^2(t^2+c^2).$$

Both $b^2+t^2$ and $t\sqrt{t^2+c^2}$ are positive, so they are equal, and subtracting $t^2$ gives the stated condition. Each step can be reversed.

**Bounds.** With $r=b^2/c^2$, which lies between 0 and 1,

$$1+\frac{b^2}{t^2}=(1-r)\cdot1+r\left(1+\frac{c^2}{t^2}\right).$$

Strict concavity of the logarithm and $\ln1=0$ give $\ln(1+b^2/t^2)>r\ln(1+c^2/t^2)$, hence $F>b^2/c^2$. The upper bound holds because the logarithm is increasing and $b<c$.

**Two losses.** For $0<s<t$, the decrease of $F$ says

$$\frac{S(b,t)}{S(c,t)}<\frac{S(b,s)}{S(c,s)}.$$

All four signals are positive. Multiplying by $S(c,t)/S(b,s)$ gives the inequality between the two intensity ratios.

## The Lean file

```lean
import Mathlib

open Set

namespace CollectionAperture

noncomputable section

/-- The signal scattered into angles from `0` to `b`, up to a prefactor, for the Lorentzian profile
`1 / (s² + t²)` with characteristic angle `t > 0`. The factor `s` in the integrand is the
solid-angle weight of a thin ring. -/
def signal (b t : ℝ) : ℝ := ∫ s in (0 : ℝ)..b, s / (s ^ 2 + t ^ 2)

/-- The signal within `b` divided by the signal within `c`. For `0 ≤ b ≤ c`, `c > 0` and
characteristic angle `t > 0`, this is the fraction of the signal within the angle `c` that an
aperture `b` collects. -/
def fraction (b c t : ℝ) : ℝ := signal b t / signal c t

/-- For a positive characteristic angle `t` the integrand `s / (s² + t²)` is integrable from `0` to
`b`, and the collected signal is `ln(1 + b²/t²) / 2`. -/
theorem signal_eq (b : ℝ) {t : ℝ} (ht : 0 < t) :
    IntervalIntegrable (fun s : ℝ => s / (s ^ 2 + t ^ 2)) MeasureTheory.volume 0 b ∧
      signal b t = Real.log (1 + b ^ 2 / t ^ 2) / 2 := by
  have hpos : ∀ s : ℝ, s ^ 2 + t ^ 2 ≠ 0 := fun s => by positivity
  have hint : IntervalIntegrable (fun s : ℝ => s / (s ^ 2 + t ^ 2))
      MeasureTheory.volume 0 b :=
    (Continuous.div continuous_id (by fun_prop) hpos).intervalIntegrable 0 b
  refine ⟨hint, ?_⟩
  -- the antiderivative is half the logarithm of the denominator
  have hder : ∀ s : ℝ, HasDerivAt (fun s : ℝ => Real.log (s ^ 2 + t ^ 2) / 2)
      (s / (s ^ 2 + t ^ 2)) s := by
    intro s
    have h : HasDerivAt (fun s : ℝ => s ^ 2 + t ^ 2) (2 * s) s := by
      simpa using (hasDerivAt_pow 2 s).add_const (t ^ 2)
    exact ((h.log (hpos s)).div_const 2).congr_deriv (by ring)
  have ht2 : t ^ 2 ≠ 0 := by positivity
  have hq : 1 + b ^ 2 / t ^ 2 = (b ^ 2 + t ^ 2) / t ^ 2 := by
    rw [add_div, div_self ht2]; ring
  have h0 : (0 : ℝ) ^ 2 + t ^ 2 = t ^ 2 := by ring
  unfold signal
  rw [intervalIntegral.integral_eq_sub_of_hasDerivAt (fun s _ => hder s) hint,
    hq, Real.log_div (hpos b) ht2, h0]
  ring

/-- For `c > 0` and `t > 0` the reference signal is positive, and the collected fraction is
`ln(1 + b²/t²) / ln(1 + c²/t²)`. -/
theorem fraction_eq (b : ℝ) {c t : ℝ} (hc : 0 < c) (ht : 0 < t) :
    0 < signal c t ∧
      fraction b c t = Real.log (1 + b ^ 2 / t ^ 2) / Real.log (1 + c ^ 2 / t ^ 2) := by
  have hu : 0 < c ^ 2 / t ^ 2 := by positivity
  have hlog : 0 < Real.log (1 + c ^ 2 / t ^ 2) := Real.log_pos (by linarith)
  constructor
  · rw [(signal_eq c ht).2]
    linarith
  · unfold fraction
    rw [(signal_eq b ht).2, (signal_eq c ht).2]
    ring

/-- For `0 < a < d` the ratio `ln(1 + a x) / ln(1 + d x)` strictly increases with `x > 0`. -/
theorem log_ratio_lt {a d x y : ℝ} (ha : 0 < a) (had : a < d) (hx : 0 < x) (hxy : x < y) :
    Real.log (1 + a * x) / Real.log (1 + d * x) <
      Real.log (1 + a * y) / Real.log (1 + d * y) := by
  have hy : 0 < y := hx.trans hxy
  have hd : 0 < d := ha.trans had
  have hay : 0 < a * y := mul_pos ha hy
  have hdy : 0 < d * y := mul_pos hd hy
  have hax : 0 < a * x := mul_pos ha hx
  have hdx : 0 < d * x := mul_pos hd hx
  have hlt : a * y < d * y := mul_lt_mul_of_pos_right had hy
  have hA : 0 < Real.log (1 + a * y) := Real.log_pos (by linarith)
  have hD : 0 < Real.log (1 + d * y) := Real.log_pos (by linarith)
  obtain ⟨L, hL⟩ : ∃ L, L = Real.log (1 + a * y) / Real.log (1 + d * y) := ⟨_, rfl⟩
  have hL0 : 0 < L := by rw [hL]; exact div_pos hA hD
  have hL1 : L < 1 := by
    rw [hL]
    exact (div_lt_one hD).2 (Real.log_lt_log (by linarith) (by linarith))
  have hpow : (1 + d * y) ^ L = 1 + a * y := by
    rw [Real.rpow_def_of_pos (by linarith), mul_comm, hL, div_mul_cancel₀ _ hD.ne',
      Real.exp_log (by linarith)]
  obtain ⟨w, hwdef⟩ : ∃ w, w = x / y := ⟨_, rfl⟩
  have hw : w * y = x := by rw [hwdef, div_mul_cancel₀ _ hy.ne']
  have hw0 : 0 < w := by rw [hwdef]; exact div_pos hx hy
  have hw1 : w < 1 := by rw [hwdef]; exact (div_lt_one hy).2 hxy
  -- a strictly concave power lies above its chord
  have h := (Real.strictConcaveOn_rpow hL0 hL1).2
    (mem_Ici.2 (zero_le_one : (0 : ℝ) ≤ 1))
    (mem_Ici.2 (by linarith : (0 : ℝ) ≤ 1 + d * y))
    (by linarith : (1 : ℝ) < 1 + d * y).ne
    (by linarith : 0 < 1 - w) hw0 (by ring)
  simp only [smul_eq_mul, Real.one_rpow, hpow] at h
  have e1 : (1 - w) * 1 + w * (1 + a * y) = 1 + a * x := by linear_combination a * hw
  have e2 : (1 - w) * 1 + w * (1 + d * y) = 1 + d * x := by linear_combination d * hw
  rw [e1, e2] at h
  have hlog := Real.log_lt_log (by linarith) h
  rw [Real.log_rpow (by linarith)] at hlog
  rw [← hL, div_lt_iff₀ (Real.log_pos (by linarith))]
  exact hlog

/-- For apertures `0 < b < c` the collected fraction strictly decreases as the characteristic
angle `t > 0` grows. -/
theorem fraction_strictAntiOn {b c : ℝ} (hb : 0 < b) (hbc : b < c) :
    StrictAntiOn (fraction b c) (Ioi 0) := by
  intro s hs t ht hst
  have hs' : 0 < s := hs
  have ht' : 0 < t := ht
  have hc : 0 < c := hb.trans hbc
  rw [(fraction_eq b hc hs').2, (fraction_eq b hc ht').2]
  have hsq : s ^ 2 < t ^ 2 := by nlinarith
  have hbc2 : b ^ 2 < c ^ 2 := by nlinarith
  have h := log_ratio_lt (by positivity : 0 < b ^ 2) hbc2
    (by positivity : 0 < (t ^ 2)⁻¹) (inv_strictAnti₀ (by positivity) hsq)
  simpa only [← div_eq_mul_inv] using h

/-- For `c > 0` and `t > 0`, an aperture `b` collects exactly half of the signal within `c`
if and only if `b² = t (√(t² + c²) - t)`. -/
theorem fraction_eq_half_iff (b : ℝ) {c t : ℝ} (hc : 0 < c) (ht : 0 < t) :
    fraction b c t = 1 / 2 ↔ b ^ 2 = t * (Real.sqrt (t ^ 2 + c ^ 2) - t) := by
  have ht2 : t ^ 2 ≠ 0 := by positivity
  rw [(fraction_eq b hc ht).2]
  obtain ⟨p, hp⟩ : ∃ p, p = b ^ 2 / t ^ 2 := ⟨_, rfl⟩
  obtain ⟨q, hq⟩ : ∃ q, q = c ^ 2 / t ^ 2 := ⟨_, rfl⟩
  have hp0 : 0 ≤ p := by rw [hp]; positivity
  have hq0 : 0 < q := by rw [hq]; positivity
  have hb2 : b ^ 2 = p * t ^ 2 := by rw [hp, div_mul_cancel₀ _ ht2]
  have hc2 : c ^ 2 = q * t ^ 2 := by rw [hq, div_mul_cancel₀ _ ht2]
  have hr : Real.sqrt (t ^ 2 + c ^ 2) ^ 2 = t ^ 2 + c ^ 2 := Real.sq_sqrt (by positivity)
  have hr0 := Real.sqrt_nonneg (t ^ 2 + c ^ 2)
  generalize Real.sqrt (t ^ 2 + c ^ 2) = r at hr hr0 ⊢
  rw [← hp, ← hq, div_eq_div_iff (Real.log_pos (by linarith)).ne' two_ne_zero]
  have hlog : Real.log ((1 + p) ^ 2) = 2 * Real.log (1 + p) := by
    rw [Real.log_pow]; norm_num
  constructor
  · intro h
    -- remove the logarithms, then take the positive root
    have h1 : (1 + p) ^ 2 = 1 + q :=
      Real.log_injOn_pos (mem_Ioi.2 (by positivity)) (mem_Ioi.2 (by positivity))
        (by rw [hlog]; linarith)
    have h2 : (b ^ 2 + t ^ 2) ^ 2 = (t * r) ^ 2 := by
      linear_combination (b ^ 2 + p * t ^ 2 + 2 * t ^ 2) * hb2 + t ^ 4 * h1
        - t ^ 2 * hr - t ^ 2 * hc2
    have h3 := (sq_eq_sq₀ (by positivity) (by positivity)).1 h2
    linear_combination h3
  · intro h
    have h1 : (1 + p) ^ 2 = 1 + q := by
      apply mul_left_cancel₀ (by positivity : t ^ 4 ≠ 0)
      linear_combination (b ^ 2 + t ^ 2 + t * r) * h
        - (b ^ 2 + p * t ^ 2 + 2 * t ^ 2) * hb2 + t ^ 2 * hr + t ^ 2 * hc2
    rw [h1] at hlog
    linarith

/-- For `0 < b < c` and `t > 0` the collected fraction lies strictly between the ratio
`b²/c²` of the aperture areas and one. -/
theorem fraction_bounds {b c t : ℝ} (hb : 0 < b) (hbc : b < c) (ht : 0 < t) :
    b ^ 2 / c ^ 2 < fraction b c t ∧ fraction b c t < 1 := by
  have hc : 0 < c := hb.trans hbc
  have hbc2 : b ^ 2 < c ^ 2 := by nlinarith
  have hu : 0 < c ^ 2 / t ^ 2 := by positivity
  have hD : 0 < Real.log (1 + c ^ 2 / t ^ 2) := Real.log_pos (by linarith)
  rw [(fraction_eq b hc ht).2]
  constructor
  · have hr1 : b ^ 2 / c ^ 2 < 1 := (div_lt_one (by positivity)).2 hbc2
    -- strict concavity of the logarithm between `1` and `1 + c²/t²`
    have h := strictConcaveOn_log_Ioi.2 (mem_Ioi.2 (zero_lt_one : (0 : ℝ) < 1))
      (mem_Ioi.2 (by linarith : (0 : ℝ) < 1 + c ^ 2 / t ^ 2))
      (by linarith : (1 : ℝ) < 1 + c ^ 2 / t ^ 2).ne
      (by linarith : 0 < 1 - b ^ 2 / c ^ 2) (by positivity : 0 < b ^ 2 / c ^ 2) (by ring)
    have hm : b ^ 2 / c ^ 2 * (c ^ 2 / t ^ 2) = b ^ 2 / t ^ 2 := by field_simp
    have e : (1 - b ^ 2 / c ^ 2) * 1 + b ^ 2 / c ^ 2 * (1 + c ^ 2 / t ^ 2)
        = 1 + b ^ 2 / t ^ 2 := by linear_combination hm
    simp only [smul_eq_mul, Real.log_one, mul_zero, zero_add] at h
    rw [e] at h
    exact (lt_div_iff₀ hD).2 h
  · have hlt : b ^ 2 / t ^ 2 < c ^ 2 / t ^ 2 := by gcongr
    exact (div_lt_one hD).2 (Real.log_lt_log (by positivity) (by linarith))

/-- For apertures `0 < b < c` and characteristic angles `0 < s < t`, the signal at `t` relative
to that at `s` is smaller through the aperture `b` than through the aperture `c`. -/
theorem signal_ratio_lt {b c s t : ℝ} (hb : 0 < b) (hbc : b < c) (hs : 0 < s) (hst : s < t) :
    signal b t / signal b s < signal c t / signal c s := by
  have hc : 0 < c := hb.trans hbc
  have ht : 0 < t := hs.trans hst
  have h := fraction_strictAntiOn hb hbc (mem_Ioi.2 hs) (mem_Ioi.2 ht) hst
  unfold fraction at h
  rw [div_lt_div_iff₀ (fraction_eq b hc ht).1 (fraction_eq b hc hs).1] at h
  rw [div_lt_div_iff₀ (fraction_eq b hb hs).1 (fraction_eq b hc hs).1]
  linarith

end

end CollectionAperture
```

```lean
#print axioms CollectionAperture.fraction_strictAntiOn
#print axioms CollectionAperture.fraction_eq_half_iff
#print axioms CollectionAperture.fraction_bounds
#print axioms CollectionAperture.signal_ratio_lt
```

```
'CollectionAperture.fraction_strictAntiOn' depends on axioms: [propext, Classical.choice, Quot.sound]
'CollectionAperture.fraction_eq_half_iff' depends on axioms: [propext, Classical.choice, Quot.sound]
'CollectionAperture.fraction_bounds' depends on axioms: [propext, Classical.choice, Quot.sound]
'CollectionAperture.signal_ratio_lt' depends on axioms: [propext, Classical.choice, Quot.sound]
```

## What the theorems say about apertures and losses

All angles are real numbers in a common unit. `signal b t` is the integral of `s / (s ^ 2 + t ^ 2)` over `s` from 0 to `b`, without a prefactor, and `fraction b c t` is the quotient of two such integrals. The logarithms are derived and are not part of the definitions.

- `signal_eq` gives integrability and the logarithmic value for every real `b` and positive `t`. Negative `b` is allowed by the algebra but has no meaning as an aperture.
- `fraction_eq` adds that the reference signal is positive, so the quotient is a genuine one.
- `fraction_strictAntiOn` states the decrease through `StrictAntiOn (fraction b c) (Ioi 0)`: for fixed `0 < b < c`, any two positive characteristic angles give fractions in the reverse order.
- `fraction_eq_half_iff` is an equivalence, so its condition on `b ^ 2` is both necessary and sufficient. The physical aperture is the positive root.
- `fraction_bounds` and `signal_ratio_lt` state the area bound, the upper bound and the comparison of two losses. In `signal_ratio_lt` the letter `s` is the smaller characteristic angle, not the integration variable.

## How Lean carries out the calculation

In `signal_eq`, `hint` obtains integrability from continuity and `hder` differentiates half the logarithm of the denominator. The fundamental theorem of calculus then evaluates the integral. `fraction_eq` substitutes this value twice and cancels the halves.

The concavity argument is in `log_ratio_lt`. There `hpow` is the identity $(1+dy)^L=1+ay$, and `Real.strictConcaveOn_rpow` supplies the chord inequality. The equations `e1` and `e2` identify the two weighted averages with $1+ax$ and $1+dx$. `fraction_strictAntiOn` applies this lemma to inverse squares, whose order is opposite to that of the angles.

For half collection, `Real.log_injOn_pos` removes the logarithms. The square root is replaced by a nonnegative `r` with known square, `linear_combination` checks the polynomial identities, and `sq_eq_sq₀` selects the positive root. The reverse direction recovers $(1+p)^2=1+q$ after cancelling $t^4$.

`fraction_bounds` uses strict concavity of the logarithm for the lower bound and its monotonicity for the upper one. `signal_ratio_lt` cross-multiplies the inequality between fractions, using the positivity of the signals in the denominators.

## Limits of the Lorentzian aperture model

The step from these theorems to an instrument is the identification of the measured angular distribution at each loss with this Lorentzian, with $t$ proportional to the loss. That presumes a thin specimen, a nearly parallel beam, a centred circular aperture and small angles. Multiple scattering, a convergent beam or an angle-dependent strength changes the integrand, and the fraction then has to be recomputed. The theorems concern real numbers, so rounding in a program's logarithms is a separate question.

## A reference angle that grows with the loss

Here $c$ is the same for all losses. The model could have used a reference angle $c(t)$ that increases with the loss, as a cutoff at the edge of the dipole region would. The formula for the fraction and the half-collection condition would keep their form at each $t$, with $c(t)$ in place of $c$. The monotonicity theorem would need one more step: a larger reference angle increases the denominator, which lowers the fraction further. As long as $b$ stays below $c(t)$, this informal argument gives the same direction of change, with a stronger under-collection at high loss.
